# Rigid orbitals with cubic plane-wave weights add 2μT/3 to the ionic mass in Car–Parrinello dynamics

An ion's vibration frequency can come out too low when it is read from a Car–Parrinello trajectory. The orbitals have an artificial inertia, set by the fictitious mass parameter $\mu$, and an ion that drags its orbitals along must move that inertia too. For orbitals that follow one ion without deforming, and whose plane-wave weights have cubic symmetry, the effect is an added mass of $2\mu T/3$ in atomic units. Here $T$ is the quantum kinetic energy of these orbitals, and their fictitious kinetic energy is taken with the prefactor $\mu/2$.

```lean
import Mathlib

open Matrix

namespace CarParrinelloRigidIon

noncomputable section
```

## Orbitals, weights and kinetic energy

Space is $\mathbb R^3$, with coordinates numbered 0, 1, 2 and squared lengths written as dot products.

```lean
/-- Vectors of three-dimensional space, with the dot product as inner product. -/
abbrev Vec := Fin 3 → ℝ
```

Orbital $n$ has complex coefficient $c_{nG}$ on the plane wave $G$. Only the weight summed over orbitals will matter:
$$w_G=\sum_n |c_{nG}|^2 .$$
The orbitals are labelled by a finite type `ι`. Neither normalisation nor orthogonality is assumed.

```lean
variable {ι : Type*} [Fintype ι]

/-- The weight of the plane wave `G`, summed over the orbitals `n`. -/
def weight (c : ι → Vec → ℂ) (G : Vec) : ℝ := ∑ n, ‖c n G‖ ^ 2
```

In atomic units, the kinetic energy over a finite set $S$ of plane waves is
$$T=\tfrac12\sum_{G\in S} w_G\,|G|^2 .$$

```lean
/-- The quantum kinetic energy `T = ∑ |c_G|² |G|² / 2` of the orbitals, in atomic units. -/
def kineticEnergy (S : Finset Vec) (c : ι → Vec → ℂ) : ℝ :=
  ∑ G ∈ S, weight c G * (G ⬝ᵥ G) / 2
```

Cubic invariance means that changing the sign of one coordinate of $G$, or permuting the coordinates, gives another member of $S$ with the same weight. In Lean the sign change is `Function.update G i (-G i)` and the permutation is `G ∘ σ`. Since the condition concerns $w_G$, single orbitals need not be cubic. Three p orbitals with a common radial function qualify together on a cubic set $S$, because their summed weight depends only on $|G|$.

```lean
/-- The set of plane waves and their weights are unchanged when one coordinate of `G`
changes sign and when the coordinates are permuted. -/
def CubicInvariant (S : Finset Vec) (c : ι → Vec → ℂ) : Prop :=
  (∀ G ∈ S, ∀ i, Function.update G i (-G i) ∈ S ∧
    weight c (Function.update G i (-G i)) = weight c G) ∧
  (∀ G ∈ S, ∀ σ : Equiv.Perm (Fin 3), G ∘ σ ∈ S ∧ weight c (G ∘ σ) = weight c G)
```

## Coefficients that follow the ion

Translating an orbital by the ion position $R(t)$ multiplies each coefficient by a phase:
$$a_{nG}(t)=c_{nG}\,e^{-iG\cdot R(t)} .$$
This is the rigid-ion idealisation: the orbital moves but does not polarise.

```lean
/-- Plane-wave coefficients of orbitals carried rigidly along by an ion at `R t`. -/
def rigidCoeff (c : ι → Vec → ℂ) (R : ℝ → Vec) (n : ι) (G : Vec) (t : ℝ) : ℂ :=
  c n G * Complex.exp (-(Complex.I * ((G ⬝ᵥ R t : ℝ) : ℂ)))
```

The fictitious kinetic energy is defined for any time-dependent coefficients, through their actual derivatives:
$$K=\frac{\mu}{2}\sum_{G\in S}\sum_n|\dot a_{nG}|^2 .$$

```lean
/-- The Car-Parrinello fictitious kinetic energy `(μ/2) ∑ |da/dt|²` of
time-dependent coefficients `a`. -/
def fictitiousEnergy (μ : ℝ) (S : Finset Vec) (a : ι → Vec → ℝ → ℂ) (t : ℝ) : ℝ :=
  μ / 2 * ∑ G ∈ S, ∑ n, ‖deriv (a n G) t‖ ^ 2
```

The proposed mass correction is $dM=2\mu T/3$.

```lean
/-- The rigid-ion mass correction `dM = 2 μ T / 3`. -/
def addedMass (μ : ℝ) (S : Finset Vec) (c : ι → Vec → ℂ) : ℝ :=
  2 * μ * kineticEnergy S c / 3
```

## A quadratic form in the ion velocity

Let $R$ have derivative $V$ at time $t$, which is the hypothesis `HasDerivAt R V t`. Then $G\cdot R$ has derivative $G\cdot V$, and the chain rule gives
$$\dot a_{nG}=-i\,(G\cdot V)\,a_{nG}.$$
In the proof, `h1` differentiates the dot product coordinate by coordinate and `h2` applies the chain rule to the exponential.

```lean
omit [Fintype ι] in
/-- When the ion moves with velocity `V`, each rigidly carried coefficient changes at the
rate `-i (G·V)` times itself. -/
theorem hasDerivAt_rigidCoeff (c : ι → Vec → ℂ) {R : ℝ → Vec} {V : Vec} {t : ℝ}
    (hR : HasDerivAt R V t) (n : ι) (G : Vec) :
    HasDerivAt (rigidCoeff c R n G)
      (-(Complex.I * ((G ⬝ᵥ V : ℝ) : ℂ)) * rigidCoeff c R n G t) t := by
  have h1 : HasDerivAt (fun s => G ⬝ᵥ R s) (G ⬝ᵥ V) t := by
    have hi := hasDerivAt_pi.1 hR
    simp only [dotProduct]
    exact HasDerivAt.fun_sum (fun i _ => (hi i).const_mul (G i))
  have h2 : HasDerivAt (rigidCoeff c R n G) _ t :=
    ((h1.ofReal_comp.const_mul Complex.I).fun_neg.cexp).const_mul (c n G)
  refine h2.congr_deriv ?_
  simp only [rigidCoeff]
  ring
```

The phase has modulus one, so $|\dot a_{nG}|^2=(G\cdot V)^2|c_{nG}|^2$. Summing over $n$ yields
$$K=\frac{\mu}{2}\sum_{G\in S} w_G\,(G\cdot V)^2 .$$
No symmetry has been used. The step `he` supplies the modulus of the phase.

```lean
/-- For any finite set of plane waves, the fictitious kinetic energy of rigidly carried
orbitals is a quadratic form in the ion velocity `V`. -/
theorem fictitiousEnergy_rigid (μ : ℝ) (S : Finset Vec) (c : ι → Vec → ℂ)
    {R : ℝ → Vec} {V : Vec} {t : ℝ} (hR : HasDerivAt R V t) :
    fictitiousEnergy μ S (rigidCoeff c R) t =
      μ / 2 * ∑ G ∈ S, weight c G * (G ⬝ᵥ V) ^ 2 := by
  unfold fictitiousEnergy
  congr 1
  refine Finset.sum_congr rfl fun G _ => ?_
  rw [weight, Finset.sum_mul]
  refine Finset.sum_congr rfl fun n _ => ?_
  -- the phase factor has modulus one
  have he : ‖Complex.exp (-(Complex.I * ((G ⬝ᵥ R t : ℝ) : ℂ)))‖ = 1 := by
    rw [Complex.norm_exp]
    simp
  rw [(hasDerivAt_rigidCoeff c hR n G).deriv]
  simp only [rigidCoeff, norm_mul, norm_neg, he, Complex.norm_I, Complex.norm_real,
    Real.norm_eq_abs, one_mul, mul_one, mul_pow, sq_abs]
  ring
```

## Symmetry turns the form into a mass

Write $Q_{ij}=\sum_{G\in S} w_G G_iG_j$. Expanding the square gives
$$\sum_{G\in S} w_G(G\cdot V)^2=\sum_i V_i^2Q_{ii}+2\sum_{i<j}V_iV_jQ_{ij}.$$

For $i\ne j$, relabelling the sum by $G_i\to-G_i$ gives $Q_{ij}=-Q_{ij}$, so $Q_{ij}=0$. Exchanging coordinates 0 and $i$ gives $Q_{ii}=Q_{00}$. Therefore
$$T=\tfrac12(Q_{00}+Q_{11}+Q_{22})=\tfrac32Q_{00},$$
and
$$K=\frac{\mu}{2}\,Q_{00}|V|^2=\frac12\,\frac{2\mu T}{3}\,|V|^2 .$$

The theorem states this equality at any time when $R$ has derivative $V$, for any real $\mu$. Its intermediate results `cross` and `diag` are the two symmetry arguments, each a relabelling by `Finset.sum_nbij'`; `expand` and `kin` are the expansions of the quadratic form and of $T$.

```lean
/-- Rigid-ion mass correction: for cubic-invariant plane-wave weights, the fictitious kinetic
energy of rigidly carried orbitals is that of an added ionic mass `dM = 2 μ T / 3`. -/
theorem rigid_ion_mass_correction (μ : ℝ) {S : Finset Vec} {c : ι → Vec → ℂ}
    (hS : CubicInvariant S c) {R : ℝ → Vec} {V : Vec} {t : ℝ} (hR : HasDerivAt R V t) :
    fictitiousEnergy μ S (rigidCoeff c R) t = 1 / 2 * addedMass μ S c * (V ⬝ᵥ V) := by
  -- a sign flip cancels the cross terms
  have cross : ∀ i j, i ≠ j → ∑ G ∈ S, weight c G * (G i * G j) = 0 := by
    intro i j hij
    have h : ∑ G ∈ S, weight c G * (G i * G j) = ∑ G ∈ S, -(weight c G * (G i * G j)) := by
      refine Finset.sum_nbij' (fun G => Function.update G i (-G i))
        (fun G => Function.update G i (-G i)) (fun G hG => (hS.1 G hG i).1)
        (fun G hG => (hS.1 G hG i).1) (fun G _ => by simp) (fun G _ => by simp) ?_
      intro G hG
      have hw := (hS.1 G hG i).2
      simp only [hw, Function.update_self, Function.update_of_ne hij.symm]
      ring
    rw [Finset.sum_neg_distrib] at h
    linarith
  -- a permutation makes the three diagonal terms equal
  have diag : ∀ i, ∑ G ∈ S, weight c G * G i ^ 2 = ∑ G ∈ S, weight c G * G 0 ^ 2 := by
    intro i
    refine Finset.sum_nbij' (fun G => G ∘ (Equiv.swap 0 i))
      (fun G => G ∘ (Equiv.swap 0 i).symm) (fun G hG => (hS.2 G hG _).1)
      (fun G hG => (hS.2 G hG _).1) (fun G _ => by ext k; simp)
      (fun G _ => by ext k; simp) ?_
    intro G hG
    have hw := (hS.2 G hG (Equiv.swap 0 i)).2
    simp only [hw, Function.comp_apply, Equiv.swap_apply_left]
  have expand : ∑ G ∈ S, weight c G * (G ⬝ᵥ V) ^ 2 =
      V 0 ^ 2 * ∑ G ∈ S, weight c G * G 0 ^ 2 + V 1 ^ 2 * ∑ G ∈ S, weight c G * G 1 ^ 2 +
      V 2 ^ 2 * ∑ G ∈ S, weight c G * G 2 ^ 2 +
      2 * V 0 * V 1 * ∑ G ∈ S, weight c G * (G 0 * G 1) +
      2 * V 0 * V 2 * ∑ G ∈ S, weight c G * (G 0 * G 2) +
      2 * V 1 * V 2 * ∑ G ∈ S, weight c G * (G 1 * G 2) := by
    simp only [Finset.mul_sum, ← Finset.sum_add_distrib]
    refine Finset.sum_congr rfl fun G _ => ?_
    simp only [dotProduct, Fin.sum_univ_three]
    ring
  have kin : kineticEnergy S c = 1 / 2 * ∑ G ∈ S, weight c G * G 0 ^ 2 +
      1 / 2 * ∑ G ∈ S, weight c G * G 1 ^ 2 + 1 / 2 * ∑ G ∈ S, weight c G * G 2 ^ 2 := by
    simp only [kineticEnergy, Finset.mul_sum, ← Finset.sum_add_distrib]
    refine Finset.sum_congr rfl fun G _ => ?_
    simp only [dotProduct, Fin.sum_univ_three]
    ring
  rw [fictitiousEnergy_rigid μ S c hR, expand, addedMass, kin, cross 0 1 (by decide),
    cross 0 2 (by decide), cross 1 2 (by decide), diag 1, diag 2]
  simp only [dotProduct, Fin.sum_univ_three]
  ring
```

Both kinds of symmetry do work here, as two one-orbital examples with $\mu\neq0$ show.

- **Sign flips alone do not suffice.** Take $S=\{(1,0,0),(-1,0,0)\}$ with $|c_G|^2=1/2$, so $T=1/2$. For $V=(1,0,0)$ the energy is $\mu/2$, while the cubic formula would give $\mu/6$.
- **Permutations alone do not suffice.** Take $S=\{(1,1,1)\}$ with $|c_G|=1$, so $T=3/2$. For $V=(1,-1,0)$ the energy is zero, while the formula would give $\mu$.

## The bound without symmetry

For $\mu\ge0$, the Cauchy–Schwarz inequality $(G\cdot V)^2\le|G|^2|V|^2$, applied term by term, gives
$$K\le\frac{\mu}{2}\sum_{G\in S} w_G|G|^2|V|^2=\mu T|V|^2,$$
three times the cubic expression. The code gets the inequality from Lagrange's identity: the difference of its two sides is the sum of the three squares passed to `nlinarith`.

```lean
/-- Without any symmetry, and for `μ ≥ 0`, the fictitious kinetic energy of rigidly carried
orbitals is at most `μ T |V|²`. -/
theorem fictitiousEnergy_le {μ : ℝ} (hμ : 0 ≤ μ) (S : Finset Vec) (c : ι → Vec → ℂ)
    {R : ℝ → Vec} {V : Vec} {t : ℝ} (hR : HasDerivAt R V t) :
    fictitiousEnergy μ S (rigidCoeff c R) t ≤ μ * kineticEnergy S c * (V ⬝ᵥ V) := by
  have h : μ * kineticEnergy S c * (V ⬝ᵥ V) =
      μ / 2 * ∑ G ∈ S, weight c G * ((G ⬝ᵥ G) * (V ⬝ᵥ V)) := by
    simp only [kineticEnergy, Finset.mul_sum, Finset.sum_mul]
    exact Finset.sum_congr rfl fun G _ => by ring
  rw [fictitiousEnergy_rigid μ S c hR, h]
  refine mul_le_mul_of_nonneg_left (Finset.sum_le_sum fun G _ => ?_) (by positivity)
  refine mul_le_mul_of_nonneg_left ?_ (Finset.sum_nonneg fun n _ => by positivity)
  -- Cauchy-Schwarz through Lagrange's identity
  simp only [dotProduct, Fin.sum_univ_three]
  nlinarith [sq_nonneg (G 0 * V 1 - G 1 * V 0), sq_nonneg (G 0 * V 2 - G 2 * V 0),
    sq_nonneg (G 1 * V 2 - G 2 * V 1)]
```

The bound is attained if every $G$ is a multiple of the velocity. With $G=sV$, both $(G\cdot V)^2$ and $|G|^2|V|^2$ equal $s^2|V|^4$. The first example above is of this kind.

```lean
/-- The value `μ T |V|²` is attained when every `G` is a multiple of the ion velocity `V`. -/
theorem fictitiousEnergy_parallel (μ : ℝ) {S : Finset Vec} (c : ι → Vec → ℂ)
    {R : ℝ → Vec} {V : Vec} {t : ℝ} (hR : HasDerivAt R V t)
    (hpar : ∀ G ∈ S, ∃ s : ℝ, G = s • V) :
    fictitiousEnergy μ S (rigidCoeff c R) t = μ * kineticEnergy S c * (V ⬝ᵥ V) := by
  rw [fictitiousEnergy_rigid μ S c hR]
  simp only [kineticEnergy, Finset.mul_sum, Finset.sum_mul]
  refine Finset.sum_congr rfl fun G hG => ?_
  obtain ⟨s, hs⟩ := hpar G hG
  have h1 : G ⬝ᵥ V = s * (V ⬝ᵥ V) := by
    rw [hs, smul_dotProduct, smul_eq_mul]
  have h2 : G ⬝ᵥ G = s * (s * (V ⬝ᵥ V)) := by
    rw [hs, smul_dotProduct, dotProduct_smul, smul_eq_mul, smul_eq_mul]
  rw [h1, h2]
  ring
```

## The frequency of a harmonic ion

Now put an ion of mass $M$ in a spring potential, where $k$ stands for the curvature of the potential energy surface around equilibrium. The total energy is
$$E=\frac M2|\dot R|^2+K+\frac k2|R|^2 .$$

```lean
/-- Energy of an ion of mass `M` in a spring potential `k |R|² / 2`, including the fictitious
kinetic energy of its rigidly carried orbitals. -/
def totalEnergy (M k μ : ℝ) (S : Finset Vec) (c : ι → Vec → ℂ) (R : ℝ → Vec) (t : ℝ) : ℝ :=
  M / 2 * (deriv R t ⬝ᵥ deriv R t) + fictitiousEnergy μ S (rigidCoeff c R) t +
    k / 2 * (R t ⬝ᵥ R t)
```

Let $R(t)=\cos(\omega t)\,u$, with $\omega\ne0$ and $u\ne0$. For cubic weights,
$$E(t)=\frac{|u|^2}{2}\left[(M+dM)\,\omega^2\sin^2\omega t+k\cos^2\omega t\right].$$
At $t=0$ the bracket is $k$; at $t=\pi/(2\omega)$ it is $(M+dM)\omega^2$. Conservation therefore forces
$$k=(M+dM)\,\omega^2 .$$
Conversely, this equality makes the bracket constant, since $\sin^2+\cos^2=1$.

In Lean, `hR` differentiates the trajectory and `hE` is the formula for $E(t)$. The two directions of the equivalence then follow as above. The theorem tests a given harmonic trajectory for energy conservation; it does not derive the equations of motion.

```lean
/-- For cubic-invariant weights, an oscillation `cos(ω t) u` with `ω ≠ 0` and `u ≠ 0` conserves
the total energy exactly when `k = (M + dM) ω²`. -/
theorem oscillation_conserves_iff (M k μ : ℝ) {S : Finset Vec} {c : ι → Vec → ℂ}
    (hS : CubicInvariant S c) {ω : ℝ} (hω : ω ≠ 0) {u : Vec} (hu : u ≠ 0) :
    (∀ t, totalEnergy M k μ S c (fun s => Real.cos (ω * s) • u) t =
      totalEnergy M k μ S c (fun s => Real.cos (ω * s) • u) 0) ↔
      k = (M + addedMass μ S c) * ω ^ 2 := by
  have hR : ∀ t, HasDerivAt (fun s => Real.cos (ω * s) • u)
      ((-(ω * Real.sin (ω * t))) • u) t := by
    intro t
    have h1 : HasDerivAt (fun s : ℝ => ω * s) ω t := by
      simpa using (hasDerivAt_id' t).const_mul ω
    have h2 : HasDerivAt (fun s => Real.cos (ω * s)) (-(ω * Real.sin (ω * t))) t :=
      h1.cos.congr_deriv (by ring)
    exact h2.smul_const u
  have hE : ∀ t, totalEnergy M k μ S c (fun s => Real.cos (ω * s) • u) t =
      ((M + addedMass μ S c) * ω ^ 2 * Real.sin (ω * t) ^ 2 +
        k * Real.cos (ω * t) ^ 2) / 2 * (u ⬝ᵥ u) := by
    intro t
    rw [totalEnergy, (hR t).deriv, rigid_ion_mass_correction μ hS (hR t)]
    simp only [smul_dotProduct, dotProduct_smul, smul_eq_mul]
    ring
  constructor
  · intro h
    -- compare the turning point with the passage through the origin
    have hq := h (Real.pi / (2 * ω))
    have harg : ω * (Real.pi / (2 * ω)) = Real.pi / 2 := by field_simp
    rw [hE, hE, harg, mul_zero, Real.sin_pi_div_two, Real.cos_pi_div_two, Real.sin_zero,
      Real.cos_zero] at hq
    have huu : u ⬝ᵥ u ≠ 0 := fun h0 => hu (dotProduct_self_eq_zero.1 h0)
    have := mul_right_cancel₀ huu hq
    linarith
  · intro hk t
    rw [hE, hE, hk]
    linear_combination ((M + addedMass μ S c) * ω ^ 2 * (u ⬝ᵥ u) / 2) *
      (Real.sin_sq_add_cos_sq (ω * t) - Real.sin_sq_add_cos_sq (ω * 0))
```

For positive $M$, $k$ and $M+dM$, the model's frequency is $\sqrt{k/(M+dM)}$ instead of $\sqrt{k/M}$. In an actual calculation, one can estimate $T$ for the orbitals attached to an ion, compute $dM$, and then either multiply the measured frequency by $\sqrt{1+dM/M}$ or, if $dM<M$, enter $M-dM$ as the ionic mass. For bonded atoms this is an estimate, because orbitals deform and $T$ has to be divided among the ions. The frequency factor also requires $dM/M$ to be the same for all ions that move in the mode. Finally, the formula takes the same $\mu$ for every plane wave. It does not apply as it stands when a code uses Fourier acceleration, which gives plane waves of large $|G|$ a larger fictitious mass.

The occupation convention matters in code. $T$ and $K$ must count the same orbitals: if $K$, with its prefactor $\mu/2$, counts each doubly occupied orbital once while the printed kinetic energy counts it twice, half the printed value belongs in $dM$. A code that writes $\mu$ instead of $\mu/2$ for each doubly occupied orbital already counts it twice, and the full printed value is then the right one.

## Eight plane waves as a concrete case

Take one orbital with unit coefficients on the eight vectors $(\pm1,\pm1,\pm1)$. Flips and permutations preserve the set, and each vector has squared length 3, so
$$T=8\cdot\tfrac32=12,\qquad dM=8\mu .$$
Normalising the orbital divides both by eight, giving $T=3/2$ and $dM=\mu$. The theorem checks the invariance and the unnormalised value $T=12$: `hcard` counts the vectors and `hterm` evaluates each contribution.

```lean
/-- One orbital with unit coefficients on the eight vectors `(±1, ±1, ±1)` is cubic invariant
and has kinetic energy `T = 12`. -/
theorem cubicInvariant_witness :
    CubicInvariant (Fintype.piFinset fun _ : Fin 3 => ({-1, 1} : Finset ℝ))
      (fun (_ : Unit) _ => 1) ∧
    kineticEnergy (Fintype.piFinset fun _ : Fin 3 => ({-1, 1} : Finset ℝ))
      (fun (_ : Unit) _ => 1) = 12 := by
  refine ⟨⟨fun G hG i => ⟨?_, rfl⟩, fun G hG σ => ⟨?_, rfl⟩⟩, ?_⟩
  · simp only [Fintype.mem_piFinset, Finset.mem_insert, Finset.mem_singleton] at hG ⊢
    intro j
    by_cases h : j = i
    · subst h
      rw [Function.update_self]
      rcases hG j with h | h <;> simp [h]
    · rw [Function.update_of_ne h]
      exact hG j
  · rw [Fintype.mem_piFinset] at hG ⊢
    exact fun j => hG (σ j)
  · have hcard : (Fintype.piFinset fun _ : Fin 3 => ({-1, 1} : Finset ℝ)).card = 8 := by
      rw [Fintype.card_piFinset]
      norm_num [Finset.card_pair (show (-1 : ℝ) ≠ 1 by norm_num)]
    -- each of the eight vectors has squared length three
    have hterm : ∀ G ∈ (Fintype.piFinset fun _ : Fin 3 => ({-1, 1} : Finset ℝ)),
        weight (fun (_ : Unit) _ => (1 : ℂ)) G * (G ⬝ᵥ G) / 2 = 3 / 2 := by
      intro G hG
      simp only [Fintype.mem_piFinset, Finset.mem_insert, Finset.mem_singleton] at hG
      have hsq : ∀ j, G j * G j = 1 := by
        intro j
        rcases hG j with h | h <;> rw [h] <;> norm_num
      have hw : weight (fun (_ : Unit) _ => (1 : ℂ)) G = 1 := by simp [weight]
      rw [hw, dotProduct, Fin.sum_univ_three, hsq, hsq, hsq]
      norm_num
    rw [kineticEnergy, Finset.sum_congr rfl hterm, Finset.sum_const, hcard, nsmul_eq_mul]
    norm_num

end

end CarParrinelloRigidIon
```

```lean
#print axioms CarParrinelloRigidIon.rigid_ion_mass_correction
#print axioms CarParrinelloRigidIon.fictitiousEnergy_le
#print axioms CarParrinelloRigidIon.fictitiousEnergy_parallel
#print axioms CarParrinelloRigidIon.oscillation_conserves_iff
```

```
'CarParrinelloRigidIon.rigid_ion_mass_correction' depends on axioms: [propext, Classical.choice, Quot.sound]
'CarParrinelloRigidIon.fictitiousEnergy_le' depends on axioms: [propext, Classical.choice, Quot.sound]
'CarParrinelloRigidIon.fictitiousEnergy_parallel' depends on axioms: [propext, Classical.choice, Quot.sound]
'CarParrinelloRigidIon.oscillation_conserves_iff' depends on axioms: [propext, Classical.choice, Quot.sound]
```
